# Spheres that fill the rocksalt cell by volume always overlap, and equal radii maximise the unlike overlap

A statement that no choice of radii removes all overlap must first say which pairs of spheres count. Here every pair of distinct sites in the infinite crystal counts. Sites are integer triples in units of the nearest distance $d$. An even coordinate sum marks one species, with radius $a$, and an odd sum marks the other, with radius $b$.

In the atomic-sphere approximation used with muffin-tin orbitals, spheres replace a cell of the same total volume. For rocksalt with two spheres per formula unit and no empty spheres, the result says that adjusting the radii can move overlap between pairs but cannot remove it. Empty spheres can make the largest overlap smaller, but some overlap remains as long as the sphere volumes add up to the cell volume, because disjoint balls always leave gaps.

```lean
import Mathlib

open Real

namespace RocksaltSpheres

noncomputable section
```

The formula cell is spanned by $(0,d,d)$, $(d,0,d)$ and $(d,d,0)$, the usual primitive vectors of either species' face-centred lattice. Their link to the integer sites enters through this definition.

```lean
/-- Volume of the rocksalt formula cell with nearest distance `d`, spanned by the primitive
vectors `(0,d,d)`, `(d,0,d)`, `(d,d,0)`. -/
def cellVolume (d : ℝ) : ℝ :=
  |(!![0, d, d; d, 0, d; d, d, 0] : Matrix (Fin 3) (Fin 3) ℝ).det|
```

`FillsCell a b d` says that the two sphere volumes add up to the cell volume. It does not say that the spheres cover space.

```lean
/-- The two atomic spheres of radii `a` and `b` have together the volume of the formula cell. -/
def FillsCell (a b d : ℝ) : Prop :=
  4 * π / 3 * (a ^ 3 + b ^ 3) = cellVolume d
```

For sites $m,n$, `sepSq m n` is the integer $|m-n|^2$, and `siteDist d m n` is $d\,|m-n|$.

```lean
/-- Squared distance of two sites of the crystal, in units of the squared nearest distance. -/
def sepSq (m n : Fin 3 → ℤ) : ℤ :=
  (m 0 - n 0) ^ 2 + (m 1 - n 1) ^ 2 + (m 2 - n 2) ^ 2

/-- Distance of two sites in a crystal of nearest distance `d`. -/
def siteDist (d : ℝ) (m n : Fin 3 → ℤ) : ℝ := d * √(sepSq m n : ℝ)

/-- Radius of the sphere at a site: `a` if the coordinate sum is even, `b` if it is odd. -/
def siteRadius (a b : ℝ) (n : Fin 3 → ℤ) : ℝ :=
  if Even (n 0 + n 1 + n 2) then a else b
```

`OverlapFree` compares the sum of two radii with the distance between centres, so touching spheres are allowed. Overlap is measured as a length, not as a shared volume, and nothing is said about the resulting error in an energy.

```lean
/-- No two spheres at distinct sites of the crystal overlap; touching is allowed. -/
def OverlapFree (a b d : ℝ) : Prop :=
  ∀ m n : Fin 3 → ℤ, m ≠ n → siteRadius a b m + siteRadius a b n ≤ siteDist d m n
```

## A positive nearest distance

The hypothesis $d>0$ makes $d$ a length. It also makes the common radius of two equal filling spheres positive:
$$r=d\left(\frac{3}{4\pi}\right)^{1/3}\approx 0.620\,d .$$

```lean
/-- The common radius of two equal spheres that fill the formula cell of nearest distance `d`. -/
def equalRadius (d : ℝ) : ℝ := d * (3 / (4 * π)) ^ (1 / 3 : ℝ)
```

Expanding the determinant along its first row gives $-d(0-d^2)+d(d^2-0)=2d^3$. Positivity of $d$ then removes the absolute value, which is the last step of `cellVolume_eq`.

```lean
/-- For positive nearest distance `d` the formula cell has volume `2 d³`. -/
theorem cellVolume_eq {d : ℝ} (hd : 0 < d) : cellVolume d = 2 * d ^ 3 := by
  have h : (!![0, d, d; d, 0, d; d, d, 0] : Matrix (Fin 3) (Fin 3) ℝ).det = 2 * d ^ 3 := by
    rw [Matrix.det_fin_three]
    simp
    ring
  rw [cellVolume, h, abs_of_pos (by positivity)]
```

Negative $d$ has to be excluded from the maximum below. At $d=-1$ the cell volume is still $2$, and $a=b\approx0.620$ fill it, but `equalRadius d` is about $-0.620$ and the claimed upper bound fails.

## Filling fixes the sum of the cubes

Physically, filling means that the spheres together hold the volume of one formula unit. By hand, $\frac{4\pi}{3}(a^3+b^3)=2d^3$ becomes
$$2\pi(a^3+b^3)=3d^3,\qquad a^3+b^3=\frac{3}{2\pi}d^3\approx0.4775\,d^3 .$$
The later proofs that calculate with the filling condition use the first of these forms; the others pass the condition on to an earlier theorem.

```lean
/-- For `d > 0`, the filling condition reads `2π (a³ + b³) = 3 d³`. -/
theorem fillsCell_iff {a b d : ℝ} (hd : 0 < d) :
    FillsCell a b d ↔ 2 * π * (a ^ 3 + b ^ 3) = 3 * d ^ 3 := by
  rw [FillsCell, cellVolume_eq hd]
  constructor <;> intro h <;> linarith
```

Putting $a=b=r$ gives $4\pi r^3=3d^3$, which the formula for $r$ satisfies. In Lean this needs the cube of a real cube root, supplied by a short lemma.

```lean
/-- The cube of the real cube root of a nonnegative number is that number. -/
theorem cube_root_cube {x : ℝ} (hx : 0 ≤ x) : (x ^ (1 / 3 : ℝ)) ^ 3 = x := by
  rw [← Real.rpow_natCast, ← Real.rpow_mul hx]
  norm_num

/-- For `d > 0`, two spheres of radius `equalRadius d` fill the formula cell. -/
theorem equalRadius_fills {d : ℝ} (hd : 0 < d) :
    FillsCell (equalRadius d) (equalRadius d) d := by
  rw [fillsCell_iff hd, equalRadius]
  have hc := cube_root_cube (x := 3 / (4 * π)) (by positivity)
  generalize (3 / (4 * π)) ^ (1 / 3 : ℝ) = c at hc ⊢
  have hc' : 4 * π * c ^ 3 = 3 := by
    rw [hc]
    field_simp
  linear_combination d ^ 3 * hc'
```

Without a volume condition both main claims fail. The radii $a=b=d/2$ give touching unlike spheres and separated like spheres, hence no overlap anywhere. The radii $a=b=d$ give an unlike overlap of $d$, well above the value $2r-d\approx0.241\,d$ for equal filling spheres.

## Positive radii and the largest unlike overlap

Two radii that fill the cell satisfy $a^3+b^3=2r^3$. Therefore
$$(2r)^3-(a+b)^3=4(a^3+b^3)-(a+b)^3=3(a+b)(a-b)^2\ge0 .$$
Hence $a+b\le2r$, and subtracting $d$ gives the bound on the overlap. If equality holds, the right-hand side vanishes, and $a+b>0$ forces $a=b$. Conversely, $a=b$ gives $a^3=r^3$ and so $a=r$.

In the proof, `hs` is the equality of the cubic sums and `key` is the displayed identity. The three bullets are the bound and the two directions of the equality case.

```lean
/-- Among positive radii that fill the cell of nearest distance `d > 0`, the unlike-sphere
overlap `a + b - d` is largest for equal radii, and only for them. -/
theorem unlike_overlap_max {a b d : ℝ} (ha : 0 < a) (hb : 0 < b) (hd : 0 < d)
    (h : FillsCell a b d) :
    a + b - d ≤ 2 * equalRadius d - d ∧
      (a + b - d = 2 * equalRadius d - d ↔ a = b) := by
  have hr : 0 < equalRadius d := by
    unfold equalRadius
    positivity
  have he := (fillsCell_iff hd).mp (equalRadius_fills hd)
  have hf := (fillsCell_iff hd).mp h
  generalize equalRadius d = r at hr he ⊢
  have hs : a ^ 3 + b ^ 3 = r ^ 3 + r ^ 3 :=
    mul_left_cancel₀ (by positivity : 2 * π ≠ 0) (hf.trans he.symm)
  -- the deficit of the cubed radius sum is governed by the difference of the radii
  have key : (2 * r) ^ 3 - (a + b) ^ 3 = 3 * (a + b) * (a - b) ^ 2 := by
    linear_combination (-4) * hs
  refine ⟨?_, ?_, ?_⟩
  · by_contra hlt
    have h1 : 2 * r < a + b := by linarith
    have h2 := pow_lt_pow_left₀ h1 (by positivity) (three_ne_zero)
    have h3 : 0 ≤ 3 * (a + b) * (a - b) ^ 2 := by positivity
    linarith
  · intro heq
    have h1 : a + b = 2 * r := by linarith
    have h2 : 3 * (a + b) * (a - b) ^ 2 = 0 := by
      rw [← key, h1, sub_self]
    have h3 : (a - b) ^ 2 = 0 :=
      (mul_eq_zero.mp h2).resolve_left (by positivity)
    exact sub_eq_zero.mp ((pow_eq_zero_iff two_ne_zero).mp h3)
  · intro hab
    subst hab
    have h1 : a ^ 3 = r ^ 3 := by linarith
    have h2 : a = r := (pow_left_inj₀ ha.le hr.le three_ne_zero).mp h1
    rw [h2]
    ring
```

In the derivation by hand, positivity of the radii enters only through $a+b>0$; the Lean proof also uses $a\ge0$ to pass from $a^3=r^3$ to $a=r$, which holds for all real numbers. For $d>0$ the filling condition already implies $a+b>0$, since $a^3>(-b)^3$ gives $a>-b$. The hypothesis is there because a radius is a length, and the inequality would survive without it.

## Like spheres kept apart

Nearest like sites are $\sqrt2\,d$ apart, so like spheres avoid overlap when $2a$ and $2b$ are at most $\sqrt2\,d$, that is, when $\max(a,b)\le d/\sqrt2$. Under this hypothesis the unlike spheres must overlap by more than $d/5$.

Write $S=a+b$ and, as in the proof, $m=d/\sqrt2$, which is here a length and not a site. Expansion gives
$$m^3+(S-m)^3-(a^3+b^3)=3S(m-a)(m-b)\ge0 ,$$
where the sign uses the hypothesis on both radii. Suppose $S\le\frac65d$. The cube is increasing and $m^2=d^2/2$, so
$$a^3+b^3\le m^3+\left(\tfrac65d-m\right)^3=\tfrac{441}{125}d^3-\tfrac{108}{25}d^2m\approx0.4733\,d^3 .$$
This is below the $0.4775\,d^3$ that filling requires, so $S>\frac65d$.

In Lean, `h1` is the product inequality, `h2` the monotonicity of the cube and `h3` the evaluation. The margin is small, so the numerical bounds matter: $m\ge0.707\,d$ yields $a^3+b^3\le0.474\,d^3$ in `h6`, and $\pi<3.15$ then gives the contradiction.

```lean
/-- If positive radii fill the cell of nearest distance `d > 0` and like spheres do not overlap,
then the unlike radii add up to more than `6 d / 5`. -/
theorem unlike_overlap_of_like_separate {a b d : ℝ} (ha : 0 < a) (hb : 0 < b) (hd : 0 < d)
    (h : FillsCell a b d) (hmax : max a b ≤ d / √2) : 6 / 5 * d < a + b := by
  have hf := (fillsCell_iff hd).mp h
  obtain ⟨ham, hbm⟩ := max_le_iff.mp hmax
  have hm : 0 < d / √2 := by positivity
  have hm2 : (d / √2) ^ 2 = d ^ 2 / 2 := by
    rw [div_pow, Real.sq_sqrt (by norm_num)]
  generalize d / √2 = m at ham hbm hm hm2
  by_contra hS
  have hS' : a + b - m ≤ 6 / 5 * d - m := by linarith
  -- at fixed sum, the sphere volume is largest when one radius reaches its bound `m`
  have h1 : 0 ≤ 3 * (a + b) * ((m - a) * (m - b)) :=
    mul_nonneg (by positivity) (mul_nonneg (by linarith) (by linarith))
  have h2 : (a + b - m) ^ 3 ≤ (6 / 5 * d - m) ^ 3 :=
    (Odd.strictMono_pow (by decide : Odd 3)).monotone hS'
  have h3 : m ^ 3 + (6 / 5 * d - m) ^ 3 = 441 / 125 * d ^ 3 - 108 / 25 * (d ^ 2 * m) := by
    linear_combination (18 / 5 * d) * hm2
  have h4 : 707 / 1000 * d ≤ m := by
    by_contra hlt
    have h5 := pow_lt_pow_left₀ (not_le.mp hlt) hm.le two_ne_zero
    nlinarith [pow_pos hd 2]
  have h5 := mul_le_mul_of_nonneg_left h4 (sq_nonneg d)
  have h6 : a ^ 3 + b ^ 3 ≤ 474 / 1000 * d ^ 3 := by
    nlinarith [pow_pos hd 3]
  -- this volume is too small to fill the cell
  have h7 := mul_lt_mul_of_pos_right Real.pi_lt_d2 (by positivity : 0 < a ^ 3 + b ^ 3)
  nlinarith [pow_pos hd 3]
```

The dichotomy follows by cases. Either the larger radius exceeds $d/\sqrt2$, or it does not and $a+b>\frac65d>d$. The "or" is inclusive.

```lean
/-- For positive radii that fill the cell of nearest distance `d > 0`, either `a + b > d` or
the larger radius exceeds `d / √2`. -/
theorem overlap_dichotomy {a b d : ℝ} (ha : 0 < a) (hb : 0 < b) (hd : 0 < d)
    (h : FillsCell a b d) : d < a + b ∨ d / √2 < max a b := by
  rcases le_or_gt (max a b) (d / √2) with hm | hm
  · left
    linarith [unlike_overlap_of_like_separate ha hb hd h hm]
  · exact Or.inr hm
```

The same argument gives a neighbouring result, derived here by hand only. If there is no overlap at all, then $S\le d$, and the first inequality yields
$$a^3+b^3\le m^3+(d-m)^3=\left(\tfrac52-\tfrac{3}{\sqrt2}\right)d^3 .$$
Non-overlapping spheres in this arrangement therefore occupy at most about $79.3\,\%$ of the cell, with equality when the larger radius is $d/\sqrt2$ and the smaller is $d-d/\sqrt2$.

## Distinct sites and the whole crystal

The condition $m\ne n$ in `OverlapFree` keeps a sphere from being compared with itself; without it, no positive radius would pass. For integer sites it gives $|m-n|^2\ge1$. If the species agree, the coordinate differences have an even sum. Since $x^2$ and $x$ have the same parity, $|m-n|^2$ is even too, and so at least $2$. The proof obtains this from the evenness of $x(x-1)$.

```lean
/-- Distinct sites are at least one nearest distance apart, and distinct sites of the same
species at least `√2` nearest distances (stated for the squares). -/
theorem sepSq_bounds {m n : Fin 3 → ℤ} (hmn : m ≠ n) :
    1 ≤ sepSq m n ∧
      ((Even (m 0 + m 1 + m 2) ↔ Even (n 0 + n 1 + n 2)) → 2 ≤ sepSq m n) := by
  have hpos : 1 ≤ sepSq m n := by
    by_contra hlt
    have hq : sepSq m n ≤ 0 := by omega
    unfold sepSq at hq
    have s0 := sq_nonneg (m 0 - n 0)
    have s1 := sq_nonneg (m 1 - n 1)
    have s2 := sq_nonneg (m 2 - n 2)
    have e0 := (pow_eq_zero_iff two_ne_zero).mp (le_antisymm (by linarith) s0)
    have e1 := (pow_eq_zero_iff two_ne_zero).mp (le_antisymm (by linarith) s1)
    have e2 := (pow_eq_zero_iff two_ne_zero).mp (le_antisymm (by linarith) s2)
    apply hmn
    funext i
    fin_cases i
    · exact sub_eq_zero.mp e0
    · exact sub_eq_zero.mp e1
    · exact sub_eq_zero.mp e2
  refine ⟨hpos, fun hp => ?_⟩
  -- for equal parity the squared separation is even
  obtain ⟨k, hk⟩ := Int.even_add.mpr hp
  obtain ⟨x, hx⟩ := Int.even_mul_pred_self (m 0 - n 0)
  obtain ⟨y, hy⟩ := Int.even_mul_pred_self (m 1 - n 1)
  obtain ⟨z, hz⟩ := Int.even_mul_pred_self (m 2 - n 2)
  have hq : sepSq m n = 2 * (x + y + z + k - (n 0 + n 1 + n 2)) := by
    unfold sepSq
    linear_combination hx + hy + hz + hk
  omega
```

These bounds reduce infinitely many comparisons to two conditions, $a+b\le d$ and $\max(a,b)\le d/\sqrt2$. They suffice because every unlike pair is at least $d$ apart and every like pair at least $\sqrt2\,d$. They are necessary because three explicit pairs test $a+b$, $2a$ and $2b$. In Lean the first direction evaluates those pairs, and the second splits on the parities of the two sites.

```lean
/-- For `d > 0`, the whole crystal is free of overlap exactly when `a + b ≤ d` and the larger
radius is at most `d / √2`. -/
theorem overlapFree_iff {a b d : ℝ} (hd : 0 < d) :
    OverlapFree a b d ↔ a + b ≤ d ∧ max a b ≤ d / √2 := by
  have hs : √2 * √2 = (2 : ℝ) := Real.mul_self_sqrt (by norm_num)
  have hdiv : d / √2 = d * √2 / 2 := by
    rw [div_eq_div_iff (by positivity) (by norm_num)]
    linear_combination (-d) * hs
  rw [hdiv, max_le_iff]
  constructor
  · intro h
    have h1 := h ![0, 0, 0] ![1, 0, 0] (fun e => by simpa using congrFun e 0)
    have h2 := h ![0, 0, 0] ![1, 1, 0] (fun e => by simpa using congrFun e 0)
    have h3 := h ![1, 0, 0] ![0, 1, 0] (fun e => by simpa using congrFun e 0)
    have r0 : siteRadius a b ![0, 0, 0] = a := by simp [siteRadius]
    have r1 : siteRadius a b ![1, 0, 0] = b := by simp [siteRadius]
    have r2 : siteRadius a b ![1, 1, 0] = a := by simp [siteRadius]
    have r3 : siteRadius a b ![0, 1, 0] = b := by simp [siteRadius]
    have q1 : sepSq ![0, 0, 0] ![1, 0, 0] = 1 := by simp [sepSq]
    have q2 : sepSq ![0, 0, 0] ![1, 1, 0] = 2 := by simp [sepSq]
    have q3 : sepSq ![1, 0, 0] ![0, 1, 0] = 2 := by simp [sepSq]
    rw [r0, r1, siteDist, q1, Int.cast_one, Real.sqrt_one] at h1
    rw [r0, r2, siteDist, q2, Int.cast_ofNat] at h2
    rw [r1, r3, siteDist, q3, Int.cast_ofNat] at h3
    exact ⟨by linarith, by linarith, by linarith⟩
  · rintro ⟨hab, ha, hb⟩ m n hmn
    obtain ⟨h1, h2⟩ := sepSq_bounds hmn
    have unlike : d ≤ siteDist d m n := by
      have hq : (1 : ℝ) ≤ (sepSq m n : ℝ) := by exact_mod_cast h1
      have := mul_le_mul_of_nonneg_left (Real.one_le_sqrt.mpr hq) hd.le
      unfold siteDist
      linarith
    have like (hp : Even (m 0 + m 1 + m 2) ↔ Even (n 0 + n 1 + n 2)) :
        d * √2 ≤ siteDist d m n := by
      have hq : (2 : ℝ) ≤ (sepSq m n : ℝ) := by exact_mod_cast h2 hp
      exact mul_le_mul_of_nonneg_left (Real.sqrt_le_sqrt hq) hd.le
    unfold siteRadius
    split_ifs with hm hn hn
    · linarith [like (iff_of_true hm hn)]
    · linarith
    · linarith
    · linarith [like (iff_of_false hm hn)]
```

If filling spheres had no overlapping pair, both conditions would hold. The second would force $a+b>\frac65d$, which contradicts the first. So some two distinct sites carry overlapping spheres.

```lean
/-- Whatever positive radii fill the cell of nearest distance `d > 0`, the spheres at some two
distinct sites of the crystal overlap. -/
theorem exists_overlapping_sites {a b d : ℝ} (ha : 0 < a) (hb : 0 < b) (hd : 0 < d)
    (h : FillsCell a b d) :
    ∃ m n : Fin 3 → ℤ, m ≠ n ∧ siteDist d m n < siteRadius a b m + siteRadius a b n := by
  by_contra hno
  have hfree : OverlapFree a b d := fun m n hmn =>
    not_lt.mp fun hlt => hno ⟨m, n, hmn, hlt⟩
  obtain ⟨h1, h2⟩ := (overlapFree_iff hd).mp hfree
  linarith [unlike_overlap_of_like_separate ha hb hd h h2]
```

## Giving up the bound on like spheres

If like spheres may overlap, unlike spheres need not. Take $b=d/5$ and give the remaining volume to the other sphere:
$$a=d\left(\frac{3}{2\pi}-\frac1{125}\right)^{1/3}\approx0.777\,d .$$
These radii fill the cell, and $a+b\approx0.977\,d<d$. The larger radius exceeds $d/\sqrt2\approx0.707\,d$, so the overlap now lies between like neighbours. This is why the dichotomy needs its second alternative.

In the proof, `t` stands for $3/(2\pi)$ and `c` for $a/d$. The bound $c<\frac45$ follows by comparing cubes and gives $a+b<d$.

```lean
/-- For every `d > 0` some positive radii fill the cell and satisfy `a + b < d`, so that
nearest unlike spheres do not overlap. -/
theorem exists_unlike_separate {d : ℝ} (hd : 0 < d) :
    ∃ a b : ℝ, 0 < a ∧ 0 < b ∧ FillsCell a b d ∧ a + b < d := by
  obtain ⟨t, ht⟩ : ∃ t : ℝ, 2 * π * t = 3 := ⟨3 / (2 * π), by field_simp⟩
  have t1 : t < 1 / 2 := by nlinarith [Real.pi_gt_three]
  have t2 : 1 / 125 < t := by nlinarith [Real.pi_pos, Real.pi_lt_d2]
  have hx : 0 < t - 1 / 125 := by linarith
  have hc := cube_root_cube hx.le
  have hc0 : 0 < (t - 1 / 125) ^ (1 / 3 : ℝ) := Real.rpow_pos_of_pos hx _
  generalize (t - 1 / 125) ^ (1 / 3 : ℝ) = c at hc hc0
  have hc1 : c < 4 / 5 := by
    by_contra hlt
    have h3 := pow_le_pow_left₀ (by norm_num) (not_lt.mp hlt) 3
    rw [hc] at h3
    linarith
  -- a small sphere of radius `d / 5` and a large one that takes the remaining volume
  refine ⟨d * c, d / 5, by positivity, by positivity, ?_, by nlinarith⟩
  rw [fillsCell_iff hd]
  linear_combination (2 * π * d ^ 3) * hc + d ^ 3 * ht

end

end RocksaltSpheres
```

```lean
#print axioms RocksaltSpheres.unlike_overlap_max
-- 'RocksaltSpheres.unlike_overlap_max' depends on axioms: [propext, Classical.choice, Quot.sound]
#print axioms RocksaltSpheres.overlap_dichotomy
-- 'RocksaltSpheres.overlap_dichotomy' depends on axioms: [propext, Classical.choice, Quot.sound]
#print axioms RocksaltSpheres.exists_overlapping_sites
-- 'RocksaltSpheres.exists_overlapping_sites' depends on axioms: [propext, Classical.choice, Quot.sound]
#print axioms RocksaltSpheres.exists_unlike_separate
-- 'RocksaltSpheres.exists_unlike_separate' depends on axioms: [propext, Classical.choice, Quot.sound]
```
